# Genealogical vectors of N spins one half are orthogonal and span the kernel of total S+

Several unpaired electrons can couple to the same total spin \(S\) in more than one way. Adding them one at a time, each raising or lowering \(S\) by one half, labels the couplings by their histories. Do these histories give independent states, and do combinations of them give every state with \(S_z=S\)?

## Spins, operators and histories

```lean
import Mathlib

open Matrix
open scoped ComplexOrder

namespace GenealogicalCoupling

noncomputable section
```

A state assigns a complex amplitude to each configuration of \(N\) spins, with `true` for α and `false` for β.

```lean
/-- State vectors of `N` spins one half: amplitudes on configurations, `true` meaning α
and `false` meaning β. -/
abbrev Spins (N : ℕ) := (Fin N → Bool) → ℂ
```

With \(\hbar=1\), the total operators \(S_+\), \(S_-\) and \(2S_z\) are sums over the individual spins.

```lean
variable {N : ℕ}

/-- The total raising operator S+, the sum of the one-spin operators taking β to α. -/
def raise : Spins N →ₗ[ℂ] Spins N where
  toFun v s := ∑ i, if s i then v (Function.update s i false) else 0
  map_add' v w := by
    funext s
    simp only [Pi.add_apply, ← Finset.sum_add_distrib]
    exact Finset.sum_congr rfl fun i _ => by split_ifs <;> simp
  map_smul' c v := by
    funext s
    simp only [Pi.smul_apply, smul_eq_mul, RingHom.id_apply, Finset.mul_sum]
    exact Finset.sum_congr rfl fun i _ => by split_ifs <;> simp

/-- The total lowering operator S-, the sum of the one-spin operators taking α to β. -/
def lower : Spins N →ₗ[ℂ] Spins N where
  toFun v s := ∑ i, if s i then 0 else v (Function.update s i true)
  map_add' v w := by
    funext s
    simp only [Pi.add_apply, ← Finset.sum_add_distrib]
    exact Finset.sum_congr rfl fun i _ => by split_ifs <;> simp
  map_smul' c v := by
    funext s
    simp only [Pi.smul_apply, smul_eq_mul, RingHom.id_apply, Finset.mul_sum]
    exact Finset.sum_congr rfl fun i _ => by split_ifs <;> simp

/-- The operator 2Sz: the number of α spins minus the number of β spins. -/
def twoSz : Spins N →ₗ[ℂ] Spins N where
  toFun v s := (∑ i, if s i then (1 : ℂ) else -1) * v s
  map_add' v w := by funext s; simp only [Pi.add_apply]; ring
  map_smul' c v := by
    funext s; simp only [Pi.smul_apply, smul_eq_mul, RingHom.id_apply]; ring
```

`couple (v, w)` is \(v\alpha+w\beta\). The new spin takes position 0, whereas textbooks usually append it last.

```lean
/-- Adding one spin: the pair `(v, w)` becomes the state `v α + w β`. -/
def couple : (Spins N × Spins N) ≃ₗ[ℂ] Spins (N + 1) where
  toFun x s := if s 0 then x.1 (Fin.tail s) else x.2 (Fin.tail s)
  map_add' x y := by funext s; by_cases h : s 0 = true <;> simp [h]
  map_smul' c x := by funext s; by_cases h : s 0 = true <;> simp [h]
  invFun x := (fun t => x (Fin.cons true t), fun t => x (Fin.cons false t))
  left_inv x := by simp
  right_inv x := by
    funext s
    have hs : (Fin.cons (s 0) (Fin.tail s) : Fin (N + 1) → Bool) = s := Fin.cons_self_tail s
    cases h : s 0 <;> rw [h] at hs <;> simp [hs, h]
```

A path has \(N\) steps and ends at height \(m=2S\); this \(m\) is not the magnetic quantum number. Heights are natural numbers, so no path goes below zero. Paths could also be lists of signs with nonnegative partial sums. The vectors would be the same, but nonnegativity would then be a separate condition on the list; here it is built into the type.

```lean
/-- Up-down paths from zero with `N` steps, ending at height `m` and never going
below zero. -/
inductive BranchingPath : ℕ → ℕ → Type
  | start : BranchingPath 0 0
  | up {N m : ℕ} : BranchingPath N m → BranchingPath (N + 1) (m + 1)
  | down {N m : ℕ} : BranchingPath N (m + 1) → BranchingPath (N + 1) m
```

An up step sends \(v\) to \(v\alpha\). A down step from height \(m+1\) to \(m\) sends \(v\) to \((m+1)v\beta-(S_-v)\alpha\), without normalisation.

```lean
/-- The genealogical vector of a path: up sends `v` to `v α`, and down from height `2S`
sends `v` to `2S v β - (S- v) α`. -/
def genealogical : {N m : ℕ} → BranchingPath N m → Spins N
  | _, _, .start => fun _ => 1
  | _, _, .up p => couple (genealogical p, 0)
  | _, m, .down p => couple (-lower (genealogical p), ((m : ℂ) + 1) • genealogical p)

/-- The complex span of all genealogical vectors of `N` spins. -/
abbrev genealogicalSpan (N : ℕ) : Submodule ℂ (Spins N) :=
  Submodule.span ℂ (Set.range fun p : Sigma (BranchingPath N) => genealogical p.2)
```

## (a) Overlaps after adding a spin

Show that
\[\langle v\alpha+w\beta|v'\alpha+w'\beta\rangle=\langle v|v'\rangle+\langle w|w'\rangle .\]

**Solution.** α and β are orthonormal, so the cross terms vanish. In Lean the overlap is `star v ⬝ᵥ w`, and the equivalence `e` splits its sum by the new spin.

```lean
/-- The overlap of `v α + w β` with `v' α + w' β` is the sum of the overlaps of the
α parts and of the β parts. -/
theorem overlap_couple (v w v' w' : Spins N) :
    star (couple (v, w)) ⬝ᵥ couple (v', w') = star v ⬝ᵥ v' + star w ⬝ᵥ w' := by
  obtain ⟨e, he⟩ : ∃ e : Bool × (Fin N → Bool) ≃ (Fin (N + 1) → Bool),
      ∀ b t, e (b, t) = Fin.cons b t :=
    ⟨{ toFun := fun x => Fin.cons x.1 x.2
       invFun := fun s => (s 0, Fin.tail s)
       left_inv := fun x => by simp
       right_inv := fun s => by simp }, fun _ _ => rfl⟩
  have hc : ∀ (a b : Spins N) s, couple (a, b) s =
      if s 0 then a (Fin.tail s) else b (Fin.tail s) := fun _ _ _ => rfl
  simp only [dotProduct, Pi.star_apply]
  rw [← e.sum_comp, Fintype.sum_prod_type, Fintype.sum_bool]
  simp [he, hc]
```

## (b) Operators after adding a spin

Show that
\[\begin{aligned}S_+(v\alpha+w\beta)&=(S_+v+w)\alpha+(S_+w)\beta,\\ S_-(v\alpha+w\beta)&=(S_-v)\alpha+(S_-w+v)\beta,\\ 2S_z(v\alpha+w\beta)&=(2S_zv+v)\alpha+(2S_zw-w)\beta.\end{aligned}\]

**Solution.** Each total operator is the old one plus that of the new spin, which takes β to α, takes α to β, or multiplies by \(\pm1\). `Fin.sum_univ_succ` makes this split.

```lean
/-- The action of total S+, S- and 2Sz on `v α + w β`. -/
theorem ladder_couple (v w : Spins N) :
    raise (couple (v, w)) = couple (raise v + w, raise w) ∧
    lower (couple (v, w)) = couple (lower v, lower w + v) ∧
    twoSz (couple (v, w)) = couple (twoSz v + v, twoSz w - w) := by
  have hc : ∀ (a b : Spins N) s, couple (a, b) s =
      if s 0 then a (Fin.tail s) else b (Fin.tail s) := fun _ _ _ => rfl
  refine ⟨funext fun s => ?_, funext fun s => ?_, funext fun s => ?_⟩
  all_goals
    have ht : ∀ i : Fin N, s i.succ = Fin.tail s i := fun _ => rfl
    have hu : ∀ (i : Fin N) (b : Bool), Function.update s i.succ b 0 = s 0 :=
      fun i b => Function.update_of_ne (Fin.succ_ne_zero i).symm b s
    cases h : s 0 <;>
      simp [raise, lower, twoSz, hc, Fin.sum_univ_succ, h, ht, hu] <;> ring
```

## (c) Commutators

Show that \([S_+,S_-]=2S_z\) and \([2S_z,S_-]=-2S_-\).

**Solution.** For \(N=0\) all three operators vanish. For \(a\alpha+b\beta\), part (b) gives
\[[S_+,S_-](a\alpha+b\beta)=([S_+,S_-]a+a)\alpha+([S_+,S_-]b-b)\beta,\]
\[[2S_z,S_-](a\alpha+b\beta)=([2S_z,S_-]a)\alpha+([2S_z,S_-]b-2a)\beta.\]
Inserting the relations for \(N\) spins gives those for \(N+1\); `module` collects the terms.

```lean
/-- The angular momentum relations [S+, S-] = 2Sz and [2Sz, S-] = -2S-. -/
theorem commutators (v : Spins N) :
    raise (lower v) = lower (raise v) + twoSz v ∧
    twoSz (lower v) = lower (twoSz v) - (2 : ℂ) • lower v := by
  induction N with
  | zero => constructor <;> funext s <;> simp [raise, lower, twoSz]
  | succ N ih =>
    obtain ⟨⟨a, b⟩, rfl⟩ := couple.surjective v
    constructor
    · simp only [ladder_couple, map_add, ih]
      rw [← map_add couple, Prod.mk_add_mk]
      refine congrArg couple (Prod.ext ?_ ?_) <;> dsimp only <;> module
    · simp only [ladder_couple, map_add, map_sub, ih]
      rw [← map_smul couple, ← map_sub couple, Prod.smul_mk, Prod.mk_sub_mk]
      refine congrArg couple (Prod.ext ?_ ?_) <;> dsimp only <;> module
```

## (d) Adjoints

Show that \(\langle S_-v|w\rangle=\langle v|S_+w\rangle\) and \(\langle v|S_-w\rangle=\langle S_+v|w\rangle\).

**Solution.** Use induction with \(v=a\alpha+b\beta\), \(w=c\alpha+d\beta\). The left side of the first relation is \(\langle S_-a|c\rangle+\langle S_-b|d\rangle+\langle a|d\rangle\), the right side \(\langle a|S_+c\rangle+\langle a|d\rangle+\langle b|S_+d\rangle\). They agree by induction. The second relation is the conjugate of the first with \(v\) and \(w\) exchanged.

```lean
/-- Total S+ and S- are adjoint to each other. -/
theorem lower_adjoint (v w : Spins N) :
    star (lower v) ⬝ᵥ w = star v ⬝ᵥ raise w ∧
    star v ⬝ᵥ lower w = star (raise v) ⬝ᵥ w := by
  induction N with
  | zero => constructor <;> simp [raise, lower, dotProduct]
  | succ N ih =>
    obtain ⟨⟨a, b⟩, rfl⟩ := couple.surjective v
    obtain ⟨⟨c, d⟩, rfl⟩ := couple.surjective w
    simp only [ladder_couple, overlap_couple, star_add, add_dotProduct, dotProduct_add, ih]
    constructor <;> ring
```

## (e) Spin of a path vector

For a path vector \(v\) of height \(m\), show that
\[S_+v=0,\qquad 2S_zv=mv,\qquad S_+S_-v=mv.\]

**Solution.** The third relation follows from the first two by (c). The start is immediate, and an up step keeps \(S_+v=0\) and adds one to \(2S_z\). For a down step from \(v\) at height \(m+1\), \(S_+S_-v=(m+1)v\), so the α part of \(S_+\) on the new vector is \(-(m+1)v+(m+1)v=0\); its β part is \((m+1)S_+v=0\). Since \(2S_zS_-v=(m-1)S_-v\), the new spin brings both parts to eigenvalue \(m\). Because \(\mathbf S^2=S_-S_++S_z(S_z+1)\), the first two relations say that a path vector of height \(m\) has total spin \(S=m/2\) and \(S_z=S\).

```lean
/-- The vector of a path ending at height `m` satisfies S+ v = 0, 2Sz v = m v and
S+ S- v = m v. -/
theorem genealogical_spin {m : ℕ} (p : BranchingPath N m) :
    raise (genealogical p) = 0 ∧ twoSz (genealogical p) = (m : ℂ) • genealogical p ∧
    raise (lower (genealogical p)) = (m : ℂ) • genealogical p := by
  have h : raise (genealogical p) = 0 ∧
      twoSz (genealogical p) = (m : ℂ) • genealogical p := by
    induction p with
    | start => constructor <;> funext s <;> simp [raise, twoSz, genealogical]
    | up p ih =>
      obtain ⟨hr, hz⟩ := ih
      constructor
      · simp only [genealogical, ladder_couple, hr, map_zero, add_zero, Prod.mk_zero_zero]
      · simp only [genealogical, ladder_couple, hz]
        rw [← map_smul couple, Prod.smul_mk]
        refine congrArg couple (Prod.ext ?_ ?_) <;> simp [add_smul]
    | @down N m p ih =>
      obtain ⟨hr, hz⟩ := ih
      push_cast at hz
      have hrl : raise (lower (genealogical p)) = ((m : ℂ) + 1) • genealogical p := by
        rw [(commutators _).1, hr, hz, map_zero, zero_add]
      constructor
      · simp only [genealogical, ladder_couple, map_neg, map_smul, hrl, hr,
          neg_add_cancel, smul_zero, Prod.mk_zero_zero, map_zero]
      · have hzl := (commutators (genealogical p)).2
        rw [hz, map_smul] at hzl
        simp only [genealogical, ladder_couple, map_neg, map_smul, hzl, hz]
        rw [← map_smul couple, Prod.smul_mk]
        refine congrArg couple (Prod.ext ?_ ?_) <;> dsimp only <;> module
  exact ⟨h.1, h.2, by rw [(commutators _).1, h.1, h.2, map_zero, zero_add]⟩
```

## (f) Overlap of two down steps

For \(p,q\) at heights \(m+1,n+1\), with vectors \(v_p,v_q\), show that
\[\langle v_{p\downarrow}|v_{q\downarrow}\rangle=(n+1)(m+2)\langle v_p|v_q\rangle .\]

**Solution.** The α parts give \(\langle S_-v_p|S_-v_q\rangle=\langle v_p|S_+S_-v_q\rangle=(n+1)\langle v_p|v_q\rangle\), the β parts \((m+1)(n+1)\langle v_p|v_q\rangle\). Add them. For \(p=q\), this shows that dividing each down step by \(\sqrt{(m+1)(m+2)}\) normalises the vectors.

```lean
/-- Down steps to heights `m` and `n` multiply the overlap of two genealogical vectors
by `(n + 1)(m + 2)`. -/
theorem down_overlap {m n : ℕ} (p : BranchingPath N (m + 1)) (q : BranchingPath N (n + 1)) :
    star (genealogical p.down) ⬝ᵥ genealogical q.down =
      ((n : ℂ) + 1) * (m + 2) * (star (genealogical p) ⬝ᵥ genealogical q) := by
  have h : star (lower (genealogical p)) ⬝ᵥ lower (genealogical q) =
      ((n : ℂ) + 1) * (star (genealogical p) ⬝ᵥ genealogical q) := by
    rw [(lower_adjoint _ _).1, (genealogical_spin q).2.2, dotProduct_smul, smul_eq_mul]
    push_cast
    rfl
  have hs : star ((m : ℂ) + 1) = m + 1 := by simp
  simp only [genealogical, overlap_couple, star_neg, star_smul, neg_dotProduct,
    dotProduct_neg, neg_neg, smul_dotProduct, dotProduct_smul, smul_eq_mul, h, hs]
  ring
```

## (g) Orthogonality

For different paths \(p,q\) of equal length, show that \(\langle v_p|v_q\rangle=0\).

**Solution.** Use induction and compare last steps. If they agree, the earlier paths differ, and (a) or (f) reduces the overlap to theirs. If one is up from \(v\) and the other down from \(u\), the overlap is \(-\langle v|S_-u\rangle=-\langle S_+v|u\rangle=0\), or its conjugate.

```lean
/-- Genealogical vectors of two different paths with the same number of steps are
orthogonal. -/
theorem genealogical_orthogonal {m n : ℕ} (p : BranchingPath N m) (q : BranchingPath N n)
    (h : (⟨m, p⟩ : Sigma (BranchingPath N)) ≠ ⟨n, q⟩) :
    star (genealogical p) ⬝ᵥ genealogical q = 0 := by
  induction p generalizing n with
  | start => cases q; exact absurd rfl h
  | up p ih =>
    cases q with
    | up q =>
      simp only [genealogical, overlap_couple, dotProduct_zero, add_zero]
      apply ih
      intro e
      apply h
      cases e
      rfl
    | down q =>
      simp only [genealogical, overlap_couple, star_zero, zero_dotProduct, add_zero,
        dotProduct_neg]
      rw [(lower_adjoint _ _).2, (genealogical_spin p).1, star_zero, zero_dotProduct, neg_zero]
  | down p ih =>
    cases q with
    | up q =>
      simp only [genealogical, overlap_couple, dotProduct_zero, add_zero, star_neg,
        neg_dotProduct]
      rw [(lower_adjoint _ _).1, (genealogical_spin q).1, dotProduct_zero, neg_zero]
    | down q =>
      rw [down_overlap, ih, mul_zero]
      intro e
      apply h
      cases e
      rfl
```

## (h) Recovering a β part

Let \(G_N\) be the span of the path vectors. For \(w\in G_N\), find \(r,y\) with
\[S_-r=0,\qquad y\alpha+(w-r)\beta\in G_{N+1}.\]

**Solution.** For a path vector \(w\) of height 0, \(\|S_-w\|^2=\langle w|S_+S_-w\rangle=0\); take \(r=w\), \(y=0\). At height \(m+1\), divide the down step by \(m+1\): \(r=0\), \(y=-S_-w/(m+1)\). Linear combinations follow by `Submodule.span_induction`.

```lean
/-- Up to a remainder annihilated by S-, every `w` in the genealogical span of `N` spins
is the β part of a vector in the genealogical span of `N + 1` spins. -/
theorem exists_beta_part {w : Spins N} (hw : w ∈ genealogicalSpan N) :
    ∃ r y : Spins N, lower r = 0 ∧ couple (y, w - r) ∈ genealogicalSpan (N + 1) := by
  refine Submodule.span_induction (p := fun w _ => ∃ r y : Spins N,
    lower r = 0 ∧ couple (y, w - r) ∈ genealogicalSpan (N + 1)) ?_ ?_ ?_ ?_ hw
  · rintro _ ⟨⟨m, p⟩, rfl⟩
    change ∃ r y : Spins N, lower r = 0 ∧
      couple (y, genealogical p - r) ∈ genealogicalSpan (N + 1)
    cases m with
    | zero =>
      -- a singlet is annihilated by S-, so it is all remainder
      refine ⟨genealogical p, 0, dotProduct_star_self_eq_zero.1 ?_, ?_⟩
      · rw [(lower_adjoint _ _).1, (genealogical_spin p).2.2, Nat.cast_zero, zero_smul,
          dotProduct_zero]
      · rw [sub_self, Prod.mk_zero_zero, map_zero]
        exact zero_mem _
    | succ m =>
      -- otherwise the rescaled down step has β part equal to the vector itself
      have hm : (m : ℂ) + 1 ≠ 0 := Nat.cast_add_one_ne_zero m
      have hd : genealogical p.down ∈ genealogicalSpan (N + 1) :=
        Submodule.subset_span ⟨⟨_, p.down⟩, rfl⟩
      have h := Submodule.smul_mem _ ((m : ℂ) + 1)⁻¹ hd
      rw [genealogical, ← map_smul couple, Prod.smul_mk, smul_smul, inv_mul_cancel₀ hm,
        one_smul] at h
      exact ⟨0, _, map_zero _, by rw [sub_zero]; exact h⟩
  · exact ⟨0, 0, map_zero _, by
      rw [sub_zero, Prod.mk_zero_zero, map_zero]; exact zero_mem _⟩
  · rintro x x' _ _ ⟨a, y, ha, hy⟩ ⟨b, z, hb, hz⟩
    refine ⟨a + b, y + z, by rw [map_add, ha, hb, add_zero], ?_⟩
    have e : x + x' - (a + b) = (x - a) + (x' - b) := by abel
    rw [e, ← Prod.mk_add_mk, map_add]
    exact add_mem hy hz
  · rintro c x _ ⟨a, y, ha, hy⟩
    refine ⟨c • a, c • y, by rw [map_smul, ha, smul_zero], ?_⟩
    rw [← smul_sub, ← Prod.smul_mk, map_smul]
    exact Submodule.smul_mem _ c hy
```

## (i) Completeness

Show that \(G_N=\ker S_+\).

**Solution.** Part (e) gives \(G_N\subseteq\ker S_+\). For the converse, \(N=0\) has one amplitude, spanned by the start vector. Next let \(S_+(v\alpha+w\beta)=0\), so \(S_+v+w=0\) and \(S_+w=0\). By induction \(w\in G_N\); take \(r,y\) from (h). That vector is also killed by \(S_+\), so \(S_+y+w-r=0\), hence \(r=S_+(y-v)\). Then
\[\langle r|r\rangle=\langle S_-r|y-v\rangle=0,\]
so \(r=0\) and \(S_+(v-y)=0\). By induction \(v-y\in G_N\), and up steps put \((v-y)\alpha\) in \(G_{N+1}\). Adding \(y\alpha+w\beta\) gives \(v\alpha+w\beta\).

```lean
/-- The genealogical vectors of `N` spins one half span the kernel of total S+. -/
theorem genealogicalSpan_eq_ker (N : ℕ) :
    genealogicalSpan N = LinearMap.ker (raise : Spins N →ₗ[ℂ] Spins N) := by
  have hle : ∀ K, genealogicalSpan K ≤ LinearMap.ker (raise : Spins K →ₗ[ℂ] Spins K) := by
    intro K
    refine Submodule.span_le.2 ?_
    rintro _ ⟨⟨m, p⟩, rfl⟩
    exact LinearMap.mem_ker.2 (genealogical_spin p).1
  refine le_antisymm (hle N) ?_
  induction N with
  | zero =>
    intro x _
    have hx : x = x (fun _ => true) • genealogical BranchingPath.start := by
      funext s
      have hs : s = fun _ => true := Subsingleton.elim _ _
      rw [hs]
      simp [genealogical]
    rw [hx]
    exact Submodule.smul_mem _ _ (Submodule.subset_span ⟨⟨0, .start⟩, rfl⟩)
  | succ N ih =>
    intro x hx
    obtain ⟨⟨v, w⟩, rfl⟩ := couple.surjective x
    rw [LinearMap.mem_ker, (ladder_couple v w).1] at hx
    obtain ⟨hv, hw⟩ := Prod.mk_eq_zero.1 (couple.map_eq_zero_iff.1 hx)
    obtain ⟨r, y, hr, hy⟩ := exists_beta_part (ih (LinearMap.mem_ker.2 hw))
    have hk := LinearMap.mem_ker.1 (hle _ hy)
    rw [(ladder_couple _ _).1] at hk
    have hk1 := (Prod.mk_eq_zero.1 (couple.map_eq_zero_iff.1 hk)).1
    -- the remainder is in the range of S+ and in the kernel of S-, hence zero
    have hrange : r = raise (y - v) := by
      rw [map_sub]
      linear_combination (norm := module) hv - hk1
    have hr0 : r = 0 := dotProduct_star_self_eq_zero.1 <| calc
      star r ⬝ᵥ r = star r ⬝ᵥ raise (y - v) := by rw [← hrange]
      _ = 0 := by rw [← (lower_adjoint _ _).1, hr, star_zero, zero_dotProduct]
    rw [hr0, sub_zero] at hy hk1
    have hvy : v - y ∈ genealogicalSpan N := by
      refine ih (LinearMap.mem_ker.2 ?_)
      rw [map_sub]
      linear_combination (norm := module) hv - hk1
    -- what is left has only an α part and comes from up steps
    have hup : couple (v - y, 0) ∈ genealogicalSpan (N + 1) := by
      refine Submodule.span_induction
        (p := fun u _ => couple (u, 0) ∈ genealogicalSpan (N + 1)) ?_ ?_ ?_ ?_ hvy
      · rintro _ ⟨⟨m, p⟩, rfl⟩
        exact Submodule.subset_span ⟨⟨_, p.up⟩, rfl⟩
      · rw [Prod.mk_zero_zero, map_zero]
        exact zero_mem _
      · intro a b _ _ ha hb
        have h := add_mem ha hb
        rwa [← map_add couple, Prod.mk_add_mk, add_zero] at h
      · intro c a _ ha
        have h := Submodule.smul_mem _ c ha
        rwa [← map_smul couple, Prod.smul_mk, smul_zero] at h
    have h := add_mem hy hup
    rwa [← map_add couple, Prod.mk_add_mk, add_zero, add_sub_cancel] at h
```

## (j) The three properties together

Show, for every \(N\), that
\[v_p\ne0,\qquad \langle v_p|v_q\rangle=0\ (p\ne q),\qquad \operatorname{span}_{\mathbb C}\{v_p\}=\ker S_+ .\]

**Solution.** Only the first property remains. The start vector is 1, an up step has α part \(v\), and a down step has β part \((m+1)v\) with \(m+1\ne0\); induction finishes.

In Lean, `Sigma (BranchingPath N)` collects the paths of length \(N\) to all final heights, so for \(N\ge2\) the kernel also contains superpositions of different \(S\). A state of one total spin \(S\) with \(S_z=S\) lies in the kernel and combines only paths ending at height \(2S\), since by (e) the other paths have other values of \(S_z\). In electronic structure these vectors supply spin factors for configuration state functions, here only with \(S_z=S\). Combining them with spatial orbitals into antisymmetric electron states is a further step.

```lean
/-- For `N` spins one half, the genealogical vectors of the nonnegative up-down paths are
nonzero, pairwise orthogonal, and span the kernel of total S+. -/
theorem genealogical_orthogonal_basis (N : ℕ) :
    (∀ p : Sigma (BranchingPath N), genealogical p.2 ≠ 0) ∧
    (∀ p q : Sigma (BranchingPath N), p ≠ q →
      star (genealogical p.2) ⬝ᵥ genealogical q.2 = 0) ∧
    Submodule.span ℂ (Set.range fun p : Sigma (BranchingPath N) => genealogical p.2) =
      LinearMap.ker (raise : Spins N →ₗ[ℂ] Spins N) := by
  refine ⟨?_, fun p q h => genealogical_orthogonal p.2 q.2 h, genealogicalSpan_eq_ker N⟩
  rintro ⟨m, p⟩
  change genealogical p ≠ 0
  induction p with
  | start =>
    intro h
    have h1 := congrFun h (fun _ => true)
    simp [genealogical] at h1
  | up p ih =>
    intro h
    rw [genealogical] at h
    exact ih (Prod.mk_eq_zero.1 (couple.map_eq_zero_iff.1 h)).1
  | down p ih =>
    intro h
    rw [genealogical] at h
    have h2 := (Prod.mk_eq_zero.1 (couple.map_eq_zero_iff.1 h)).2
    exact ih ((smul_eq_zero.1 h2).resolve_left (Nat.cast_add_one_ne_zero _))

end

end GenealogicalCoupling
```

```lean
#print axioms GenealogicalCoupling.genealogical_orthogonal_basis
-- 'GenealogicalCoupling.genealogical_orthogonal_basis' depends on axioms: [propext, Classical.choice, Quot.sound]
```
